# Surface potential of a finite cell of linearised electrolyte, and its exponentially small excess over the semi-infinite value

How much does the potential at a flat charged surface change when the electrolyte in front of it ends at a finite distance $L$, with zero field at that end, instead of extending forever? The comparison needs a value for the endless electrolyte, which could be inserted as a known constant. Here it is derived: the semi-infinite electrolyte is a boundary value problem of its own, with the same surface charge and with a potential that decays far away.

Both problems use the linearised Poisson-Boltzmann equation $u''=k^2u$, where $u$ is the potential relative to a neutral bulk solution with which the ions are in equilibrium, $x$ is the distance from the surface and $1/k$ is the Debye length (many texts write $\kappa$ for $k$). The surface charge enters through the slope $u'(0)=-s$. In SI units $s=\sigma/\varepsilon$, with surface charge density $\sigma$, permittivity $\varepsilon$ of the solution and no field behind the surface.

In Lean 4 with Mathlib:

```lean
import Mathlib

open Set Filter Topology

namespace ElectrolyteCell

noncomputable section
```

## The screened equation as a first-order pair

With the slope $v=u'$ as a second function, the equation reads

$$u'=v,\qquad v'=k^2u .$$

`ScreenedOn k S u v` demands this at every point of a region $S$. The derivatives are taken within $S$, so they are one-sided at a wall, and values of $u$ and $v$ outside $S$ play no role.

```lean
/-- The linearised Poisson-Boltzmann equation `u'' = k² u` on a region `S`, written for the
potential `u` and its slope `v = u'`. -/
def ScreenedOn (k : ℝ) (S : Set ℝ) (u v : ℝ → ℝ) : Prop :=
  ∀ x ∈ S, HasDerivWithinAt u (v x) S x ∧ HasDerivWithinAt v (k ^ 2 * u x) S x
```

The finite cell occupies $[0,L]$, written `Icc 0 L`, and has

$$v(0)=-s,\qquad v(L)=0 .$$

The second condition says that no field leaves through the far end, so the ions in the cell compensate the surface charge completely. It also describes the midplane between two equally charged plates a distance $2L$ apart. The zero of $u$ remains that of the bulk solution, which may lie outside the cell; it is not the potential at the far end.

```lean
/-- A potential `u` with slope `v` in an electrolyte cell `[0, L]`: the slope is `-s` at the
charged surface `0` and vanishes at the far end `L`. -/
structure IsCellPotential (k L s : ℝ) (u v : ℝ → ℝ) : Prop where
  screened : ScreenedOn k (Icc 0 L) u v
  surface : v 0 = -s
  far_end : v L = 0
```

The semi-infinite electrolyte occupies $[0,\infty)$, written `Ici 0`, and has $v(0)=-s$ and $u(x)\to0$ as $x\to\infty$. Nothing is assumed about the slope at infinity.

```lean
/-- A potential `u` with slope `v` in a semi-infinite electrolyte `[0, ∞)`: the slope is `-s` at
the charged surface and the potential decays to zero far away. -/
structure IsHalfSpacePotential (k s : ℝ) (u v : ℝ → ℝ) : Prop where
  screened : ScreenedOn k (Ici 0) u v
  surface : v 0 = -s
  decay : Tendsto u atTop (𝓝 0)
```

The candidate solutions are

$$u_L(x)=\frac{s\cosh(k(L-x))}{k\sinh(kL)}$$

for the cell and

$$u_\infty(x)=\frac{s\,e^{-kx}}{k}$$

for the half-space.

```lean
/-- The profile `s cosh(k(L - x)) / (k sinh(kL))`, for nonzero `k` and `L`. -/
def cellPotential (k L s x : ℝ) : ℝ :=
  s * Real.cosh (k * (L - x)) / (k * Real.sinh (k * L))

/-- The profile `s exp(-kx) / k`, for nonzero `k`. -/
def halfSpacePotential (k s x : ℝ) : ℝ := s * Real.exp (-(k * x)) / k
```

The step from this model to a real interface is the assumption that the ions respond linearly and uniformly right up to a flat wall. At high surface charge, or with ions of finite size, that assumption fails, and the theorems do not estimate the error.

## Two modes that propagate independently

Let $c=k$ or $c=-k$, so that $c^2=k^2$. Then

$$(v+cu)'=k^2u+cv=c\,(v+cu),$$

and therefore

$$\frac{d}{dx}\Big[(v+cu)\,e^{-cx}\Big]=(k^2-c^2)\,u\,e^{-cx}=0 .$$

On an interval the bracket is constant, which gives, for any two points $x$ and $y$ of it,

$$v(y)+cu(y)=\big(v(x)+cu(x)\big)\,e^{c(y-x)} .$$

```lean
/-- On a convex region, for `c = k` or `c = -k`, the combination `u' + c u` of a screened
potential changes from `x` to `y` by the factor `exp(c(y - x))`. -/
theorem mode_propagation {k c : ℝ} {S : Set ℝ} {u v : ℝ → ℝ} (hS : Convex ℝ S)
    (h : ScreenedOn k S u v) (hc : c ^ 2 = k ^ 2) {x y : ℝ} (hx : x ∈ S) (hy : y ∈ S) :
    v y + c * u y = (v x + c * u x) * Real.exp (c * (y - x)) := by
  -- the amplitude of the mode has zero derivative
  have hd : ∀ t ∈ S,
      HasDerivWithinAt (fun t => (v t + c * u t) * Real.exp (-(c * t))) 0 S t := by
    intro t ht
    obtain ⟨hu, hv⟩ := h t ht
    have he : HasDerivWithinAt (fun t => Real.exp (-(c * t)))
        (Real.exp (-(c * t)) * (-(c * 1))) S t :=
      (((hasDerivAt_id' t).const_mul c).fun_neg.exp).hasDerivWithinAt
    refine ((hv.fun_add (hu.const_mul c)).fun_mul he).congr_deriv ?_
    linear_combination (-(u t * Real.exp (-(c * t)))) * hc
  have hn := hS.norm_image_sub_le_of_norm_hasDerivWithin_le (f' := fun _ => (0 : ℝ)) (C := 0)
    hd (fun t _ => by simp) hx hy
  rw [zero_mul] at hn
  have heq : (v y + c * u y) * Real.exp (-(c * y)) = (v x + c * u x) * Real.exp (-(c * x)) :=
    sub_eq_zero.mp (norm_le_zero_iff.mp hn)
  have e1 : Real.exp (-(c * y)) * Real.exp (c * y) = 1 := by
    rw [← Real.exp_add]; simp
  have e2 : Real.exp (c * (y - x)) = Real.exp (-(c * x)) * Real.exp (c * y) := by
    rw [← Real.exp_add]; congr 1; ring
  rw [e2]
  linear_combination Real.exp (c * y) * heq - (v y + c * u y) * e1
```

The statement `hd` is the vanishing derivative. The mean value inequality on a convex set, used with the bound $0$, turns it into equality of the two amplitudes, and the remaining lines multiply by $e^{cy}$.

## The cell has exactly one potential

For existence, differentiate the cosh profile:

$$u_L'(x)=-\frac{s\sinh(k(L-x))}{\sinh(kL)},\qquad u_L''(x)=\frac{s\,k\cosh(k(L-x))}{\sinh(kL)}=k^2u_L(x).$$

The slope is $-s$ at $x=0$ and $0$ at $x=L$. Since $k,L>0$, the denominator is nonzero.

```lean
/-- For `k, L > 0` the hyperbolic cosine profile solves the cell problem. -/
theorem cellPotential_solves {k L : ℝ} (hk : 0 < k) (hL : 0 < L) (s : ℝ) :
    IsCellPotential k L s (cellPotential k L s)
      (fun x => -(s * Real.sinh (k * (L - x)) / Real.sinh (k * L))) := by
  have hS : Real.sinh (k * L) ≠ 0 := (Real.sinh_pos_iff.mpr (mul_pos hk hL)).ne'
  have hk' := hk.ne'
  refine ⟨fun x _ => ⟨?_, ?_⟩, ?_, ?_⟩
  · have h1 := ((hasDerivAt_id' x).const_sub L).const_mul k
    refine ((h1.cosh.const_mul s).div_const
      (k * Real.sinh (k * L))).hasDerivWithinAt.congr_deriv ?_
    field_simp
  · have h1 := ((hasDerivAt_id' x).const_sub L).const_mul k
    refine ((h1.sinh.const_mul s).div_const
      (Real.sinh (k * L))).fun_neg.hasDerivWithinAt.congr_deriv ?_
    unfold cellPotential
    field_simp
  · simp only [sub_zero]
    rw [mul_div_cancel_right₀ _ hS]
  · simp
```

For uniqueness, take any solution and propagate both modes from the far end, where $v(L)=0$:

$$v(x)+ku(x)=k\,u(L)\,e^{-k(L-x)},\qquad v(x)-ku(x)=-k\,u(L)\,e^{k(L-x)} .$$

Half the difference and half the sum give

$$u(x)=u(L)\cosh(k(L-x)),\qquad v(x)=-k\,u(L)\sinh(k(L-x)) .$$

One amplitude is left, and the surface condition fixes it: $s=k\,u(L)\sinh(kL)$. Inserting $u(L)=s/(k\sinh(kL))$ returns $u_L$.

```lean
/-- For `k, L > 0` every solution of the cell problem equals the hyperbolic cosine profile on
`[0, L]`. -/
theorem cell_unique {k L s : ℝ} {u v : ℝ → ℝ} (hk : 0 < k) (hL : 0 < L)
    (h : IsCellPotential k L s u v) : ∀ x ∈ Icc 0 L, u x = cellPotential k L s x := by
  have hS : 0 < Real.sinh (k * L) := Real.sinh_pos_iff.mpr (mul_pos hk hL)
  -- propagate both modes from the far end, where the slope vanishes
  have key : ∀ x ∈ Icc 0 L, u x = u L * Real.cosh (k * (L - x)) ∧
      v x = -(k * u L * Real.sinh (k * (L - x))) := by
    intro x hx
    have p := mode_propagation (convex_Icc 0 L) h.screened (c := k) rfl
      (right_mem_Icc.mpr hL.le) hx
    have m := mode_propagation (convex_Icc 0 L) h.screened (c := -k) (by ring)
      (right_mem_Icc.mpr hL.le) hx
    have e1 : Real.exp (k * (x - L)) =
        Real.cosh (k * (L - x)) - Real.sinh (k * (L - x)) := by
      rw [Real.cosh_sub_sinh]; congr 1; ring
    have e2 : Real.exp (-k * (x - L)) =
        Real.cosh (k * (L - x)) + Real.sinh (k * (L - x)) := by
      rw [Real.cosh_add_sinh]; congr 1; ring
    rw [h.far_end, e1] at p
    rw [h.far_end, e2] at m
    exact ⟨mul_left_cancel₀ hk.ne' (by linear_combination (p - m) / 2),
      by linear_combination (p + m) / 2⟩
  -- the surface slope fixes the remaining amplitude
  have h0 := (key 0 (left_mem_Icc.mpr hL.le)).2
  rw [h.surface, sub_zero] at h0
  intro x hx
  rw [(key x hx).1, cellPotential, eq_div_iff (mul_pos hk hS).ne']
  linear_combination Real.cosh (k * (L - x)) * h0
```

In the code, `p` and `m` are the two propagated modes, `key` holds the two hyperbolic formulas, and `h0` is the surface condition.

Screening is essential for existence. At $k=0$ the equation is $u''=0$, the slope is constant, and $v(0)=-s$ contradicts $v(L)=0$ whenever $s\neq0$: there are no ions to compensate the surface charge. This example rules out only $k=0$. Reversing the sign of $k$ changes neither the equation nor the profile $u_L$.

## Decay selects the half-space potential

The function $u_\infty$ has slope $-s\,e^{-kx}$ and second derivative $s\,k\,e^{-kx}=k^2u_\infty$. Its slope at the surface is $-s$, and it tends to zero because $k>0$.

```lean
/-- For `k > 0` the decaying exponential solves the semi-infinite problem. -/
theorem halfSpacePotential_solves {k : ℝ} (hk : 0 < k) (s : ℝ) :
    IsHalfSpacePotential k s (halfSpacePotential k s)
      (fun x => -(s * Real.exp (-(k * x)))) := by
  have hk' := hk.ne'
  refine ⟨fun x _ => ⟨?_, ?_⟩, by simp, ?_⟩
  · have h1 := ((hasDerivAt_id' x).const_mul k).fun_neg.exp
    refine ((h1.const_mul s).div_const k).hasDerivWithinAt.congr_deriv ?_
    field_simp
  · have h1 := ((hasDerivAt_id' x).const_mul k).fun_neg.exp
    refine (h1.const_mul s).fun_neg.hasDerivWithinAt.congr_deriv ?_
    unfold halfSpacePotential
    field_simp
  · have hE : Tendsto (fun x : ℝ => Real.exp (-(k * x))) atTop (𝓝 0) :=
      Real.tendsto_exp_neg_atTop_nhds_zero.comp (tendsto_id.const_mul_atTop hk)
    have h2 := (hE.const_mul s).div_const k
    rw [mul_zero, zero_div] at h2
    exact h2
```

Conversely, propagate both modes of an arbitrary solution from the surface and subtract them:

$$2k\,u(x)=(k\,u(0)-s)\,e^{kx}+(s+k\,u(0))\,e^{-kx} .$$

Multiplying by $e^{-kx}$ and rearranging gives

$$k\,u(0)-s=2k\,u(x)\,e^{-kx}-(s+k\,u(0))\,e^{-2kx} .$$

The left side does not depend on $x$, and the right side tends to zero. Hence $k\,u(0)=s$, the growing mode is absent, and $u(x)=s\,e^{-kx}/k$.

```lean
/-- For `k > 0` every solution of the semi-infinite problem equals the decaying exponential on
`[0, ∞)`. -/
theorem halfSpace_unique {k s : ℝ} {u v : ℝ → ℝ} (hk : 0 < k)
    (h : IsHalfSpacePotential k s u v) : ∀ x ∈ Ici 0, u x = halfSpacePotential k s x := by
  have hE : Tendsto (fun x : ℝ => Real.exp (-(k * x))) atTop (𝓝 0) :=
    Real.tendsto_exp_neg_atTop_nhds_zero.comp (tendsto_id.const_mul_atTop hk)
  have modes : ∀ x ∈ Ici (0 : ℝ), 2 * k * u x =
      (k * u 0 - s) * Real.exp (k * x) + (s + k * u 0) * Real.exp (-(k * x)) := by
    intro x hx
    have p := mode_propagation (convex_Ici 0) h.screened (c := k) rfl self_mem_Ici hx
    have m := mode_propagation (convex_Ici 0) h.screened (c := -k) (by ring) self_mem_Ici hx
    rw [h.surface, sub_zero] at p m
    rw [neg_mul k x] at m
    linear_combination p - m
  -- decay at infinity removes the growing mode
  have hlim := ((h.decay.mul hE).const_mul (2 * k)).sub
    ((hE.mul hE).const_mul (s + k * u 0))
  have hconst : (fun _ : ℝ => k * u 0 - s) =ᶠ[atTop] fun x =>
      2 * k * (u x * Real.exp (-(k * x))) -
        (s + k * u 0) * (Real.exp (-(k * x)) * Real.exp (-(k * x))) := by
    filter_upwards [eventually_ge_atTop (0 : ℝ)] with x hx
    have e1 : Real.exp (k * x) * Real.exp (-(k * x)) = 1 := by
      rw [← Real.exp_add]; simp
    linear_combination (-Real.exp (-(k * x))) * modes x hx - (k * u 0 - s) * e1
  have ha := tendsto_nhds_unique (tendsto_const_nhds.congr' hconst) hlim
  intro x hx
  rw [halfSpacePotential, eq_div_iff hk.ne']
  linear_combination modes x hx / 2 +
    (Real.exp (k * x) + Real.exp (-(k * x))) / 2 * ha
```

Here `modes` is the first of these two formulas and `hconst` the second, valid for $x\ge0$. Uniqueness of limits then gives `ha`, the statement that the growing amplitude vanishes.

## The coth law at the surface

Setting $x=0$ in the only possible cell potential gives

$$u(0)=\frac{s\cosh(kL)}{k\sinh(kL)}=\frac{s\coth(kL)}{k} .$$

The theorem writes coth as the quotient of cosh and sinh, and it holds for every solution of the cell problem.

```lean
/-- For `k, L > 0` the surface potential of the cell is `s coth(kL) / k`. -/
theorem cell_surface_potential {k L s : ℝ} {u v : ℝ → ℝ} (hk : 0 < k) (hL : 0 < L)
    (h : IsCellPotential k L s u v) :
    u 0 = s * (Real.cosh (k * L) / Real.sinh (k * L)) / k := by
  have hS : Real.sinh (k * L) ≠ 0 := (Real.sinh_pos_iff.mpr (mul_pos hk hL)).ne'
  have hk' := hk.ne'
  rw [cell_unique hk hL h 0 (left_mem_Icc.mpr hL.le), cellPotential, sub_zero]
  field_simp
```

## The relative excess

Let $w$ be the half-space potential, with slope $z$ in the code. Its surface value is $w(0)=s/k$, which is nonzero when $s\neq0$, so

$$\frac{u(0)-w(0)}{w(0)}=\coth(kL)-1=\frac{\cosh(kL)-\sinh(kL)}{\sinh(kL)}=\frac{e^{-kL}}{\sinh(kL)}=\frac{2}{e^{2kL}-1} .$$

The excess is positive for either sign of the surface charge: the finite cell always has the surface potential of larger magnitude.

```lean
/-- For `k, L > 0` and `s ≠ 0`, let `u 0` be the surface potential of the cell and `w 0` that of the
semi-infinite electrolyte. The relative excess `(u 0 - w 0) / w 0` is `2 / (exp(2kL) - 1)`. -/
theorem relative_excess {k L s : ℝ} {u v w z : ℝ → ℝ} (hk : 0 < k) (hL : 0 < L) (hs : s ≠ 0)
    (hu : IsCellPotential k L s u v) (hw : IsHalfSpacePotential k s w z) :
    (u 0 - w 0) / w 0 = 2 / (Real.exp (2 * k * L) - 1) := by
  have hS : Real.sinh (k * L) ≠ 0 := (Real.sinh_pos_iff.mpr (mul_pos hk hL)).ne'
  have hk' := hk.ne'
  have hy := Real.exp_ne_zero (k * L)
  have w0 : w 0 = s / k := by
    rw [halfSpace_unique hk hw 0 self_mem_Ici]
    simp [halfSpacePotential]
  have h1 : Real.exp (k * L) * (Real.cosh (k * L) - Real.sinh (k * L)) = 1 := by
    rw [Real.cosh_sub_sinh, ← Real.exp_add]; simp
  have h2 := Real.cosh_add_sinh (k * L)
  have h3 : Real.exp (2 * k * L) = Real.exp (k * L) * Real.exp (k * L) := by
    rw [← Real.exp_add]; congr 1; ring
  have hD : Real.exp (2 * k * L) - 1 = 2 * Real.exp (k * L) * Real.sinh (k * L) := by
    linear_combination h3 + h1 - Real.exp (k * L) * h2
  have hq : (u 0 - w 0) / w 0 =
      (Real.cosh (k * L) - Real.sinh (k * L)) / Real.sinh (k * L) := by
    rw [cell_surface_potential hk hL hu, w0]
    field_simp
  rw [hq, hD, div_eq_div_iff hS (mul_ne_zero (mul_ne_zero two_ne_zero hy) hS)]
  linear_combination 2 * Real.sinh (k * L) * h1
```

The proof obtains `w0` from half-space uniqueness and `hq` from the coth law. The last equality rests on `h1`, which is $e^{kL}(\cosh(kL)-\sinh(kL))=1$, and on `hD`, which is $e^{2kL}-1=2e^{kL}\sinh(kL)$.

In a slab calculation with a linearised implicit electrolyte and zero field at its far end, this ratio is the finite-thickness error of the surface potential at fixed surface charge, within the planar model used here and with the potential measured from the zero of $u$. Take a Debye length of 1 nm and an electrolyte layer of 3 nm, so that $kL=3$. The excess is $2/(e^6-1)\approx0.0050$, and a half-space surface potential of 20 mV becomes about 20.1 mV in the cell. To keep the excess at or below a tolerance $\delta>0$, the layer needs

$$L\ge\frac{1}{2k}\ln\!\Big(1+\frac{2}{\delta}\Big),$$

which is about 3.8 Debye lengths for $\delta=10^{-3}$. The reference matters: measured from the far end of the cell, the surface potential is $u(0)-u(L)=s\tanh(kL/2)/k$, which falls short of the half-space value by the fraction $2/(e^{kL}+1)$, about 9.5 % for $kL=3$.

## Exponential bounds from half a Debye length upwards

Write $E=e^{2kL}$ and suppose $2kL\ge1$, which means that the cell is at least half a Debye length thick. From $e^t\ge1+t$ it follows that $E\ge2$. Then $0<E-1<E$ gives the lower bound, and $E\le2(E-1)$ gives the upper one:

$$2e^{-2kL}=\frac2E<\frac{2}{E-1}\le\frac4E=4e^{-2kL} .$$

The excess therefore decays as $e^{-2kL}$, with a prefactor between 2 and 4 that tends to 2 for thick cells, by the exact formula. The condition $L>0$ is not a separate hypothesis here, since it follows from $k>0$ and $2kL\ge1$.

```lean
/-- For `k > 0`, `s ≠ 0` and `2kL ≥ 1`, the relative excess of the surface potential lies between
`2 exp(-2kL)` and `4 exp(-2kL)`. -/
theorem excess_exponentially_small {k L s : ℝ} {u v w z : ℝ → ℝ} (hk : 0 < k)
    (hkL : 1 ≤ 2 * k * L) (hs : s ≠ 0)
    (hu : IsCellPotential k L s u v) (hw : IsHalfSpacePotential k s w z) :
    2 * Real.exp (-(2 * k * L)) < (u 0 - w 0) / w 0 ∧
      (u 0 - w 0) / w 0 ≤ 4 * Real.exp (-(2 * k * L)) := by
  have hL : 0 < L := (mul_pos_iff_of_pos_left hk).mp (by linarith)
  have hE : 2 ≤ Real.exp (2 * k * L) := by
    linarith [Real.add_one_le_exp (2 * k * L)]
  have hE0 : 0 < Real.exp (2 * k * L) := Real.exp_pos _
  have hE1 : 0 < Real.exp (2 * k * L) - 1 := by linarith
  rw [relative_excess hk hL hs hu hw, Real.exp_neg, ← div_eq_mul_inv, ← div_eq_mul_inv]
  constructor
  · rw [div_lt_div_iff₀ hE0 hE1]
    linarith
  · rw [div_le_div_iff₀ hE1 hE0]
    linarith

end

end ElectrolyteCell
```

The proof replaces the excess by its exact value and clears the two positive denominators, which leaves linear inequalities in $E$.

```lean
#print axioms ElectrolyteCell.cellPotential_solves
#print axioms ElectrolyteCell.halfSpacePotential_solves
#print axioms ElectrolyteCell.excess_exponentially_small
```

```
'ElectrolyteCell.cellPotential_solves' depends on axioms: [propext, Classical.choice, Quot.sound]
'ElectrolyteCell.halfSpacePotential_solves' depends on axioms: [propext, Classical.choice, Quot.sound]
'ElectrolyteCell.excess_exponentially_small' depends on axioms: [propext, Classical.choice, Quot.sound]
```
